# Krylov propagation with a bounded self-adjoint Hamiltonian: the error is at most $(|t|\,\|H\|)^{m+1}\|v\|/(m+1)!$

Q: I propagate a state $v$ over a time step $t$ by building the space spanned by $v, Hv, \dots, H^m v$, projecting $H$ onto it and exponentiating the small matrix. I have to choose $t$ and $m$ so that the error stays below a tolerance. Does the formal bound settle that choice for my Hamiltonian?

A: It gives a sufficient choice if your Hamiltonian is time-independent, self-adjoint and bounded. A Hermitian matrix in a finite basis is always bounded. With $P$ the orthogonal projector onto your space,
$$\|e^{-itH}v-e^{-itPHP}v\|\le \frac{(|t|\,\|H\|)^{m+1}}{(m+1)!}\,\|v\|,$$
where $\|H\|$ is the operator norm and $\hbar=1$. The space `E` is a complex Hilbert space of any dimension, and `E →L[ℂ] E` is the type of bounded operators on it. An unbounded Hamiltonian, such as the kinetic energy in the continuum, is not covered.

```lean
import Mathlib

open Complex Filter Topology

namespace KrylovPropagation

noncomputable section

variable {E : Type*} [NormedAddCommGroup E] [InnerProductSpace ℂ E] [CompleteSpace E]
```

The propagator is the operator exponential, with real time `t`.

```lean
/-- The propagator `exp(-itH)` of a bounded Hamiltonian `H`, with `ħ = 1`. -/
def propagator (H : E →L[ℂ] E) (t : ℝ) : E →L[ℂ] E :=
  NormedSpace.exp ((-I * (t : ℂ)) • H)
```

Q: But $PHP$ acts on the whole space. I exponentiate a matrix of dimension at most $m+1$.

A: The two agree on $v$. Let the columns of $V$ be an orthonormal basis of the Krylov space, so that $P=VV^\dagger$. Your matrix is $V^\dagger HV$, and since $v$ lies in the range of $P$, $e^{-itPHP}v=V e^{-itV^\dagger HV}V^\dagger v$. Rounding errors and loss of orthogonality in building $V$ are not modelled.

In the file the Krylov space is the span of $H^kv$ for $k\le m$. It is finite-dimensional, hence complete, so it has an orthogonal projector.

```lean
/-- The Krylov space spanned by `v, Hv, ..., H^m v`. -/
def krylovSpace (H : E →L[ℂ] E) (v : E) (m : ℕ) : Submodule ℂ E :=
  Submodule.span ℂ ((fun k : ℕ => (H ^ k) v) '' Set.Iic m)

instance (H : E →L[ℂ] E) (v : E) (m : ℕ) :
    (krylovSpace H v m).HasOrthogonalProjection := by
  have : FiniteDimensional ℂ (krylovSpace H v m) :=
    FiniteDimensional.span_of_finite ℂ ((Set.finite_Iic m).image _)
  have : CompleteSpace (krylovSpace H v m) := FiniteDimensional.complete ℂ _
  infer_instance

/-- The orthogonal projector onto the Krylov space. -/
def krylovProjector (H : E →L[ℂ] E) (v : E) (m : ℕ) : E →L[ℂ] E :=
  (krylovSpace H v m).starProjection
```

Q: Where does the bound come from? The Taylor series of the two evolved states agree through order $m$, but bounding the two remainders separately would give me twice your value.

A: The factor 2 disappears if you follow the error in the interaction picture. Take $t\ge0$ and write $K=PHP$, $\psi(s)=e^{-isK}v$ and $w(s)=e^{isH}\bigl(\psi(s)-e^{-isH}v\bigr)$. Then $w(0)=0$ and
$$w'(s)=-i\,e^{isH}(K-H)\psi(s).$$
Since $(1-P)v=0$ and $(1-P)K=0$, the vector $(1-P)\psi(s)$ starts at zero and has zero derivative, so $P\psi=\psi$. Therefore
$$(K-H)\psi=PHP\psi-HP\psi=-L\psi,\qquad L=(1-P)HP.$$
The error is driven only by the leakage $L\psi$, which is the part of $H\psi$ that lies outside the Krylov space.

Q: And why is the leakage small at short times?

A: Because $L$ annihilates the vectors $K^kv$ with $k<m$. By induction $K^kv=H^kv$ for $k\le m$: if it holds for $k<m$, then $K^{k+1}v=PHPH^kv=PH^{k+1}v=H^{k+1}v$. So for $k<m$,
$$LK^kv=(1-P)H^{k+1}v=0.$$
Now differentiate: $\frac{d}{ds}L\psi(s)=-i\,LK\psi(s)$. Each derivative moves one factor of $K$ next to $L$, and the initial values $Lv, LKv,\dots,LK^{m-1}v$ all vanish. After $m$ integrations,
$$\|L\psi(s)\|\le\|LK^m\|\,\|v\|\,\frac{s^m}{m!}\le\|H\|^{m+1}\|v\|\,\frac{s^m}{m!},$$
because $\|P\|$ and $\|1-P\|$ are at most one. For $m=0$ this is just the operator-norm bound. Since $e^{isH}$ preserves norms, $\|w'(s)\|=\|L\psi(s)\|$, and one more integration gives the result.

Q: How does Lean integrate these inequalities?

A: It compares growth rates. If $f(0)=0$ and $\|f'(s)\|\le Cs^j/j!$, then $\|f(t)\|$ stays below the function $Ct^{j+1}/(j+1)!$, whose derivative is the bound on the velocity.

```lean
omit [CompleteSpace E] in
/-- A vector that starts at zero and whose velocity is at most `C s^j/j!` at all times `s ≥ 0`
has norm at most `C t^(j+1)/(j+1)!` at time `t ≥ 0`. -/
theorem norm_le_of_velocity_le {f f' : ℝ → E} {C : ℝ} {j : ℕ}
    (hf : ∀ s, HasDerivAt f (f' s) s) (h0 : f 0 = 0)
    (hb : ∀ s, 0 ≤ s → ‖f' s‖ ≤ C * (s ^ j / (j.factorial : ℝ))) {t : ℝ} (ht : 0 ≤ t) :
    ‖f t‖ ≤ C * (t ^ (j + 1) / ((j + 1).factorial : ℝ)) := by
  have hB : ∀ s : ℝ, HasDerivAt (fun s : ℝ => C * (s ^ (j + 1) / ((j + 1).factorial : ℝ)))
      (C * (s ^ j / (j.factorial : ℝ))) s := by
    intro s
    refine (((hasDerivAt_pow (j + 1) s).div_const _).const_mul C).congr_deriv ?_
    have hj : (j.factorial : ℝ) ≠ 0 := by positivity
    have hj' : (j : ℝ) + 1 ≠ 0 := by positivity
    rw [Nat.factorial_succ, Nat.add_sub_cancel]
    push_cast
    field_simp
  exact image_norm_le_of_norm_deriv_right_le_deriv_boundary (a := 0) (b := t)
    (fun s _ => (hf s).continuousAt.continuousWithinAt)
    (fun s _ => (hf s).hasDerivWithinAt) (by simp [h0]) hB
    (fun s hs => hb s hs.1) ⟨ht, le_rfl⟩
```

The proof differentiates the exponential in a complex variable $z$, so the next lemma sets $z=-is$ and supplies the factor $-i$.

```lean
omit [CompleteSpace E] in
/-- Chain rule for real time: if `F` is complex differentiable at `-is`, then `F(-ir)v` has
the time derivative `-i F'(-is)v` at `r = s`. -/
theorem hasDerivAt_real_time {F : ℂ → E →L[ℂ] E} {F' : E →L[ℂ] E} (v : E) (s : ℝ)
    (h : HasDerivAt F F' (-I * (s : ℂ))) :
    HasDerivAt (fun r : ℝ => F (-I * (r : ℂ)) v) ((-I) • F' v) s := by
  have h1 : HasDerivAt (fun z => F z v) (F' v) (-I * (s : ℂ)) := by
    simpa using h.clm_apply (hasDerivAt_const _ v)
  have h2 : HasDerivAt (fun r : ℝ => -I * (r : ℂ)) (-I) s := by
    simpa using (Complex.ofRealCLM.hasDerivAt (x := s)).const_mul (-I)
  have h3 := HasDerivAt.scomp s (show HasDerivAt (fun z => F z v) (F' v)
    ((fun r : ℝ => -I * (r : ℂ)) s) from h1) h2
  exact h3
```

Two norm facts follow. The propagator is unitary because it is the exponential of $i$ times a self-adjoint operator. For a projector, $\|P\|^2=\|P^*P\|=\|P\|$ gives $\|P\|\le1$.

```lean
/-- The propagator of a self-adjoint Hamiltonian preserves the norm of every state. -/
theorem norm_propagator {H : E →L[ℂ] E} (hH : IsSelfAdjoint H) (t : ℝ) (v : E) :
    ‖propagator H t v‖ = ‖v‖ := by
  have hK : IsSelfAdjoint ((-(t : ℂ)) • H) := by
    simp [isSelfAdjoint_iff, star_smul, hH.star_eq]
  have hU := (selfAdjoint.expUnitary ⟨(-(t : ℂ)) • H, hK⟩).2
  have he : propagator H t = NormedSpace.exp (I • ((-(t : ℂ)) • H)) := by
    rw [propagator, smul_smul]
    congr 2
    ring
  have h1 : star (propagator H t) * propagator H t = 1 := by
    rw [he]
    exact hU.1
  have e := ContinuousLinearMap.adjoint_inner_right (propagator H t) v (propagator H t v)
  have e2 : ContinuousLinearMap.adjoint (propagator H t) (propagator H t v) = v :=
    congrArg (fun T : E →L[ℂ] E => T v) h1
  rw [e2] at e
  rw [norm_eq_sqrt_re_inner (𝕜 := ℂ) (propagator H t v),
    norm_eq_sqrt_re_inner (𝕜 := ℂ) v, e]

/-- An orthogonal projector has operator norm at most one. -/
theorem norm_projector_le_one {P : E →L[ℂ] E} (hP : IsSelfAdjoint P) (hPP : P * P = P) :
    ‖P‖ ≤ 1 := by
  have h := CStarRing.norm_star_mul_self (x := P)
  rw [hP.star_eq, hPP] at h
  nlinarith [norm_nonneg P]
```

The repeated integration is an induction on `j`. The statement holds for all operators `L`, so the induction step can apply it to `L * A`.

```lean
/-- If `L` annihilates `A^k v` for all `k < j`, with `A` self-adjoint, then
`L exp(-itA)v` has norm at most `‖L A^j‖ ‖v‖ t^j/j!` for `t ≥ 0`. -/
theorem norm_leakage_le {A : E →L[ℂ] E} (hA : IsSelfAdjoint A) (v : E) (j : ℕ) :
    ∀ L : E →L[ℂ] E, (∀ k < j, L ((A ^ k) v) = 0) → ∀ t : ℝ, 0 ≤ t →
      ‖L (propagator A t v)‖ ≤ ‖L * A ^ j‖ * ‖v‖ * (t ^ j / (j.factorial : ℝ)) := by
  induction j with
  | zero =>
    intro L _ t _
    have h := L.le_opNorm (propagator A t v)
    rw [norm_propagator hA] at h
    simpa using h
  | succ j ih =>
    intro L hL t ht
    -- differentiating in time moves one factor of A next to L
    have hd : ∀ s : ℝ, HasDerivAt (fun r : ℝ => L (propagator A r v))
        ((-I) • (L * A) (propagator A s v)) s := fun s =>
      hasDerivAt_real_time (F := fun z => L * NormedSpace.exp (z • A)) v s
        ((hasDerivAt_exp_smul_const' A (-I * (s : ℂ))).const_mul L)
    have h0 : L (propagator A 0 v) = 0 := by
      simpa [propagator] using hL 0 (Nat.succ_pos j)
    refine norm_le_of_velocity_le hd h0 (fun s hs => ?_) ht
    rw [norm_smul, norm_neg, Complex.norm_I, one_mul, pow_succ' A j, ← mul_assoc]
    refine ih (L * A) (fun k hk => ?_) s hs
    have h := hL (k + 1) (by omega)
    rw [pow_succ'] at h
    exact h
```

Q: Then what exactly does the main theorem assume?

A: `hH` says that $H$ is self-adjoint; `hP` and `hPP` say that $P$ is an orthogonal projector; `hv` says that $P$ fixes $H^kv$ for every $k\le m$. Nothing requires $P$ to be the Krylov projector itself, so a larger subspace containing these vectors is allowed. Nor is $v$ assumed normalised; for a unit vector the last factor is 1.

In the proof, `hmom` is the equality $K^kv=H^kv$ for $k\le m$ (the code comment calls these vectors moments), `hvan` the vanishing of $LK^kv$, and `hnorm` the estimate of $\|LK^m\|$. `hfix` obtains $P\psi=\psi$ from the leakage lemma with $j=1$, and `hd` is the derivative of $w$. The `wlog` step treats negative times by replacing $H$ with $-H$.

```lean
/-- Krylov error bound: if `H` is self-adjoint and the orthogonal projector `P` fixes `H^k v`
for all `k ≤ m`, then `exp(-itH)v` and `exp(-itPHP)v` differ in norm by at most
`(|t| ‖H‖)^(m+1)/(m+1)! ‖v‖` for every real `t`. -/
theorem krylov_error_bound {H P : E →L[ℂ] E} (hH : IsSelfAdjoint H) (hP : IsSelfAdjoint P)
    (hPP : P * P = P) (v : E) (m : ℕ) (hv : ∀ k ≤ m, P ((H ^ k) v) = (H ^ k) v) (t : ℝ) :
    ‖propagator H t v - propagator (P * H * P) t v‖ ≤
      (|t| * ‖H‖) ^ (m + 1) / ((m + 1).factorial : ℝ) * ‖v‖ := by
  -- negative times follow from positive ones with -H in place of H
  wlog ht : 0 ≤ t generalizing H t
  · have hn : ∀ A : E →L[ℂ] E, propagator (-A) (-t) = propagator A t := by
      intro A
      simp [propagator]
    have h := this (H := -H) hH.neg (fun k hk => by
      rcases Nat.even_or_odd k with h | h
      · rw [h.neg_pow]
        exact hv k hk
      · rw [h.neg_pow]
        simpa using hv k hk) (-t) (by linarith)
    have hc : P * -H * P = -(P * H * P) := by noncomm_ring
    rwa [hc, hn, hn, abs_neg, norm_neg] at h
  have hK : IsSelfAdjoint (P * H * P) := by
    simp [isSelfAdjoint_iff, star_mul, hP.star_eq, hH.star_eq, mul_assoc]
  have hP1 := norm_projector_le_one hP hPP
  have hQ1 : ‖1 - P‖ ≤ 1 := by
    refine norm_projector_le_one ((IsSelfAdjoint.one _).sub hP) ?_
    have h : (1 - P) * (1 - P) = 1 - P - P + P * P := by noncomm_ring
    rw [h, hPP]
    abel
  have hsand : ∀ Q : E →L[ℂ] E, ‖Q‖ ≤ 1 → ‖Q * H * P‖ ≤ ‖H‖ := fun Q hQ =>
    calc ‖Q * H * P‖ ≤ ‖Q * H‖ * ‖P‖ := norm_mul_le _ _
      _ ≤ (‖Q‖ * ‖H‖) * ‖P‖ := by gcongr; exact norm_mul_le _ _
      _ ≤ (1 * ‖H‖) * 1 := by gcongr
      _ = ‖H‖ := by ring
  have hnorm : ∀ n : ℕ, ‖(1 - P) * H * P * (P * H * P) ^ n‖ ≤ ‖H‖ ^ (n + 1) := by
    intro n
    induction n with
    | zero => simpa using hsand _ hQ1
    | succ n ih =>
      rw [pow_succ (P * H * P) n, ← mul_assoc, pow_succ ‖H‖ (n + 1)]
      exact (norm_mul_le _ _).trans
        (mul_le_mul ih (hsand P hP1) (norm_nonneg _) (by positivity))
  -- H and PHP have the same moments on v up to order m
  have hmom : ∀ k ≤ m, ((P * H * P) ^ k) v = (H ^ k) v := by
    intro k
    induction k with
    | zero => intro _; simp
    | succ k ih =>
      intro hk
      have h1 : ((P * H * P) ^ (k + 1)) v = P (H (P (((P * H * P) ^ k) v))) := by
        rw [pow_succ']; rfl
      have h2 : (H ^ (k + 1)) v = H ((H ^ k) v) := by rw [pow_succ']; rfl
      rw [h1, ih (by omega), hv k (by omega), ← h2, hv (k + 1) hk]
  have hvan : ∀ k < m, ((1 - P) * H * P) (((P * H * P) ^ k) v) = 0 := by
    intro k hk
    have h2 : (H ^ (k + 1)) v = H ((H ^ k) v) := by rw [pow_succ']; rfl
    rw [hmom k hk.le]
    change H (P ((H ^ k) v)) - P (H (P ((H ^ k) v))) = 0
    rw [hv k hk.le, ← h2, hv (k + 1) hk, sub_self]
  -- the compressed evolution never leaves the range of P
  have hfix : ∀ s : ℝ, 0 ≤ s →
      P (propagator (P * H * P) s v) = propagator (P * H * P) s v := by
    intro s hs
    have hz : (1 - P) * (P * H * P) ^ 1 = 0 := by
      have h : (1 - P) * (P * H * P) ^ 1 = (P - P * P) * H * P := by noncomm_ring
      rw [h, hPP, sub_self, zero_mul, zero_mul]
    have h := norm_leakage_le hK v 1 (1 - P) (fun k hk => by
      have hk0 : k = 0 := by omega
      subst hk0
      have h0 := hv 0 (Nat.zero_le m)
      change ((P * H * P) ^ 0) v - P (((P * H * P) ^ 0) v) = 0
      rw [pow_zero] at h0 ⊢
      rw [h0, sub_self]) s hs
    rw [hz, norm_zero, zero_mul, zero_mul] at h
    have h' : propagator (P * H * P) s v - P (propagator (P * H * P) s v) = 0 :=
      norm_le_zero_iff.1 h
    exact (sub_eq_zero.1 h').symm
  -- in the interaction picture the error is driven by the leakage alone
  have hd : ∀ s : ℝ, HasDerivAt
      (fun r : ℝ => propagator (-H) r (propagator (P * H * P) r v - propagator H r v))
      ((-I) • propagator (-H) s ((P * H * P - H) (propagator (P * H * P) s v))) s := by
    intro s
    refine hasDerivAt_real_time (F := fun z => NormedSpace.exp (z • (-H)) *
      (NormedSpace.exp (z • (P * H * P)) - NormedSpace.exp (z • H)))
      (F' := propagator (-H) s * ((P * H * P - H) * propagator (P * H * P) s)) v s ?_
    refine ((hasDerivAt_exp_smul_const (-H) (-I * (s : ℂ))).fun_mul
      ((hasDerivAt_exp_smul_const' (P * H * P) (-I * (s : ℂ))).fun_sub
        (hasDerivAt_exp_smul_const' H (-I * (s : ℂ))))).congr_deriv ?_
    simp only [propagator]
    noncomm_ring
  have hmain := norm_le_of_velocity_le (C := ‖H‖ ^ (m + 1) * ‖v‖) (j := m) hd
    (by simp [propagator]) (fun s hs => by
      have hl : (P * H * P - H) (propagator (P * H * P) s v) =
          -(((1 - P) * H * P) (propagator (P * H * P) s v)) := by
        change P (H (P (propagator (P * H * P) s v))) - H (propagator (P * H * P) s v) =
          -(H (P (propagator (P * H * P) s v)) - P (H (P (propagator (P * H * P) s v))))
        rw [hfix s hs]
        abel
      rw [norm_smul, norm_neg, Complex.norm_I, one_mul, norm_propagator hH.neg, hl, norm_neg]
      refine (norm_leakage_le hK v m _ hvan s hs).trans ?_
      gcongr
      exact hnorm m) ht
  rw [norm_propagator hH.neg, norm_sub_rev] at hmain
  refine hmain.trans (le_of_eq ?_)
  rw [abs_of_nonneg ht, mul_pow]
  ring
```

Q: Those are hypotheses on an abstract $P$. Does my projector satisfy them?

A: Yes, and that is a theorem too. Each $H^kv$ with $k\le m$ lies in the span, so the projector onto the span fixes it.

```lean
/-- The Krylov projector is self-adjoint and idempotent, and it fixes `H^k v` for `k ≤ m`. -/
theorem krylovProjector_witness (H : E →L[ℂ] E) (v : E) (m : ℕ) :
    IsSelfAdjoint (krylovProjector H v m) ∧
    krylovProjector H v m * krylovProjector H v m = krylovProjector H v m ∧
    ∀ k ≤ m, krylovProjector H v m ((H ^ k) v) = (H ^ k) v :=
  ⟨isSelfAdjoint_starProjection _, Submodule.isIdempotentElem_starProjection _,
    fun k hk => Submodule.starProjection_eq_self_iff.2 (Submodule.subset_span ⟨k, hk, rfl⟩)⟩
```

Q: Show me numbers.

A: Take three sites in a row with hopping amplitude 1, so that $He_1=e_2$, $He_2=e_1+e_3$ and $He_3=e_2$. Then $\|H\|=\sqrt2$. Start from $v=e_1$ with $m=1$ and $t=0.2$. The Krylov space is spanned by $e_1$ and $e_2$, and the two evolved states are
$$e^{-itH}v=\Bigl(\tfrac{1+\cos\sqrt2t}{2},\,-\tfrac{i\sin\sqrt2t}{\sqrt2},\,\tfrac{\cos\sqrt2t-1}{2}\Bigr)\approx(0.9801,\,-0.1973i,\,-0.0199),$$
$$e^{-itPHP}v=(\cos t,\,-i\sin t,\,0)\approx(0.9801,\,-0.1987i,\,0).$$
Their distance is about $0.0199$. The bound is $(0.2\sqrt2)^2/2=0.04$.

Q: With $m=2$ I would span all three sites, and the error should vanish. Your bound still gives a positive number.

A: At that order it does, but here $H^3e_1=2e_2$ already lies in the Krylov space, and a separate theorem covers this case. If $H^{m+1}v$ lies in the span of $v,\dots,H^mv$, then $H$ maps the span into itself (`hinv`), so every power $H^kv$ stays there (`hall`). The same projector then satisfies the hypotheses of the main theorem at every order $n$. The error does not depend on $n$, while $(|t|\,\|H\|)^{n+1}/(n+1)!$ tends to zero, so the error is zero at all times.

```lean
/-- If `H` is self-adjoint and `H^(m+1) v` lies in the Krylov space spanned by `v, ..., H^m v`, then
propagating `v` with `PHP` instead of `H`, where `P` is the Krylov projector, is exact at all times.
-/
theorem krylov_breakdown_exact {H : E →L[ℂ] E} (hH : IsSelfAdjoint H) (v : E) (m : ℕ)
    (hb : (H ^ (m + 1)) v ∈ krylovSpace H v m) (t : ℝ) :
    propagator H t v =
      propagator (krylovProjector H v m * H * krylovProjector H v m) t v := by
  obtain ⟨hP, hPP, -⟩ := krylovProjector_witness H v m
  -- the Krylov space is invariant under H
  have hinv : krylovSpace H v m ≤ (krylovSpace H v m).comap (H : E →ₗ[ℂ] E) := by
    refine Submodule.span_le.2 ?_
    rintro _ ⟨k, hk, rfl⟩
    have h2 : (H ^ (k + 1)) v = H ((H ^ k) v) := by rw [pow_succ']; rfl
    change H ((H ^ k) v) ∈ krylovSpace H v m
    rw [← h2]
    rcases Nat.lt_or_eq_of_le (Set.mem_Iic.1 hk) with h | h
    · exact Submodule.subset_span ⟨k + 1, h, rfl⟩
    · rw [h]
      exact hb
  have hall : ∀ k : ℕ, (H ^ k) v ∈ krylovSpace H v m := by
    intro k
    induction k with
    | zero => exact Submodule.subset_span ⟨0, Nat.zero_le m, rfl⟩
    | succ k ih =>
      rw [pow_succ']
      exact hinv ih
  -- the error bound now holds at every order and tends to zero
  have hlim := ((tendsto_add_atTop_iff_nat 1).2
    (FloorSemiring.tendsto_pow_div_factorial_atTop (|t| * ‖H‖))).mul_const ‖v‖
  rw [zero_mul] at hlim
  have h := ge_of_tendsto' hlim (fun n => krylov_error_bound hH hP hPP v n
    (fun k _ => Submodule.starProjection_eq_self_iff.2 (hall k)) t)
  exact sub_eq_zero.1 (norm_le_zero_iff.1 h)

end

end KrylovPropagation
```

```lean
#print axioms KrylovPropagation.krylov_error_bound
-- 'KrylovPropagation.krylov_error_bound' depends on axioms: [propext, Classical.choice, Quot.sound]
#print axioms KrylovPropagation.krylov_breakdown_exact
-- 'KrylovPropagation.krylov_breakdown_exact' depends on axioms: [propext, Classical.choice, Quot.sound]
```
